# A singular principal submatrix gives a nonzero vector on which the real part of the quadratic form vanishes

Let `A` be a finite complex matrix, not assumed Hermitian, and let the injective map `e` pick out distinct basis indices. The lemma says that if the principal submatrix on those indices has zero determinant, then some nonzero vector x has Re(x\*Ax) = 0. The vector need not be normalised, but since it is nonzero, the real part of the normalised value x\*Ax / x\*x is zero too. The proof takes a null vector of the submatrix and pads it with zeros. Then `A *ᵥ x` vanishes on the chosen indices and x vanishes on all others, so every term of x\*Ax is zero.

An attempt in Lean 4 with a fault in it:

```lean
import Mathlib

open Matrix Set
open scoped ComplexOrder

namespace ExistsQuadEqZero

noncomputable section

variable {n m ι : Type*} [Fintype n] [DecidableEq n] [Fintype m] [DecidableEq m]

/-- The real part of the quadratic form `x* A x`. -/
def quad (A : Matrix n n ℂ) (x : n → ℂ) : ℝ := (star x ⬝ᵥ A *ᵥ x).re

omit [DecidableEq n] in
/-- If a principal submatrix is singular, the quadratic form of the full matrix vanishes on
some nonzero vector. -/
theorem exists_quad_eq_zero {A : Matrix n n ℂ} {e : m → n} (he : Function.Injective e)
    (hdet : (A.submatrix e e).det = 0) : ∃ x : n → ℂ, x ≠ 0 ∧ quad A x = 0 := by
  obtain ⟨c, hc, h⟩ := Matrix.exists_mulVec_eq_zero_iff.mpr hdet
  -- pad the null vector of the block with zeros
  obtain ⟨x, hon, hoff⟩ : ∃ x : n → ℂ, (∀ k, x (e k) = c k) ∧ ∀ i ∉ range e, x i = 0 :=
    ⟨Function.extend e c 0, fun k => he.extend_apply c 0 k,
      fun i hi => Function.extend_apply' c 0 i hi⟩
  have hrow : ∀ k, (A *ᵥ x) (e k) = 0 := by
    intro k
    have h0 : (A.submatrix e e *ᵥ c) k = 0 := congrFun h k
    refine Eq.trans (Eq.symm ?_) h0
    exact Fintype.sum_of_injective e he _ _ (fun i hi => by rw [hoff i hi, mul_zero])
      (fun j => by rw [hon j, submatrix_apply])
  refine ⟨x, fun hx => hc (funext fun k => ?_), ?_⟩
  · rw [← hon k, hx]; rfl
  · have hz : star x ⬝ᵥ A *ᵥ x = 0 := by
      refine Finset.sum_eq_zero fun i _ => ?_
      by_cases hi : i ∈ range e
      · obtain ⟨k, rfl⟩ := hi
        rw [hrow k, mul_zero]
      · rw [Pi.star_apply, hoff i hi, star_zero, zero_mul]
    rw [quad, hz, Complex.zero_re]

end

end ExistsQuadEqZero
```

Compiling this gives:

```
Main.lean:24:43: error: numerals are data in Lean, but the expected type is universe polymorphic and may be a proposition
  ?m.84 → ℂ : Sort (max 1 ?u.79)
Main.lean:30:30: error: Tactic `rewrite` failed: Did not find an occurrence of the pattern
  submatrix ?A ?r ?c ?i ?j
in the target expression
  (fun j => A.submatrix e e k j) j * c j = (fun j => A (e k) j) (e j) * c j

n : Type u_1
m : Type u_2
inst✝² : Fintype n
inst✝¹ : Fintype m
inst✝ : DecidableEq m
A : Matrix n n ℂ
e : m → n
he : Function.Injective e
hdet : (A.submatrix e e).det = 0
c : m → ℂ
hc : c ≠ 0
h : A.submatrix e e *ᵥ c = 0
x : n → ℂ
hon : ∀ (k : m), x (e k) = c k
hoff : ∀ i ∉ range e, x i = 0
k : m
h0 : (A.submatrix e e *ᵥ c) k = 0
j : m
⊢ (fun j => A.submatrix e e k j) j * c j = (fun j => A (e k) j) (e j) * c j

Note: The target expression is not type-correct under the `implicit` transparency level, which may have triggered the failure. This is usually caused by unfolding of semireducible definitions in prior tactic steps. Use `set_option linter.tacticCheckInstances true` to investigate the source of the issue.
Full error:
  function expected
    A.submatrix e e k
```

Cause. The first error concerns the `0` passed to `Function.extend_apply'`. When Lean reads it, the domain of that zero function is still unknown, and so is the domain's universe, so Lean can't rule out that the function type is a proposition and rejects the numeral. Writing `(0 : n → ℂ)` settles the type. The same annotation on the other two zeros is tidying, as no message concerns them.

In the second error, `rw` can't find the pattern of `submatrix_apply`. The only entry of the submatrix in the goal sits inside `fun j => A.submatrix e e k j`, where its last index is a bound variable, and `rw` can't rewrite such a term. Lean's note adds that the goal's use of a matrix as a function may also have played a part. The repair does without rewriting: `congrArg` multiplies the equation `(hon j).symm` by `A (e k) (e j)`, and Lean accepts the result because it agrees with the goal once definitions are unfolded.

The docstring now says "real part", which matches `quad` but doesn't affect compilation.

As a diff, the version that Lean accepts:

```diff
@@ -14,6 +14,6 @@
 
 omit [DecidableEq n] in
-/-- If a principal submatrix is singular, the quadratic form of the full matrix vanishes on
-some nonzero vector. -/
+/-- If a principal submatrix is singular, the real part of the full matrix's quadratic form vanishes
+on some nonzero vector. -/
 theorem exists_quad_eq_zero {A : Matrix n n ℂ} {e : m → n} (he : Function.Injective e)
     (hdet : (A.submatrix e e).det = 0) : ∃ x : n → ℂ, x ≠ 0 ∧ quad A x = 0 := by
@@ -21,6 +21,6 @@
   -- pad the null vector of the block with zeros
   obtain ⟨x, hon, hoff⟩ : ∃ x : n → ℂ, (∀ k, x (e k) = c k) ∧ ∀ i ∉ range e, x i = 0 :=
-    ⟨Function.extend e c 0, fun k => he.extend_apply c 0 k,
-      fun i hi => Function.extend_apply' c 0 i hi⟩
+    ⟨Function.extend e c (0 : n → ℂ), fun k => he.extend_apply c (0 : n → ℂ) k,
+      fun i hi => Function.extend_apply' c (0 : n → ℂ) i hi⟩
   have hrow : ∀ k, (A *ᵥ x) (e k) = 0 := by
     intro k
@@ -28,5 +28,5 @@
     refine Eq.trans (Eq.symm ?_) h0
     exact Fintype.sum_of_injective e he _ _ (fun i hi => by rw [hoff i hi, mul_zero])
-      (fun j => by rw [hon j, submatrix_apply])
+      (fun j => congrArg (fun t => A (e k) (e j) * t) (hon j).symm)
   refine ⟨x, fun hx => hc (funext fun k => ?_), ?_⟩
   · rw [← hon k, hx]; rfl
```
